# Trapezoidal integration of a centred Gaussian: a positive relative error, exponentially small in $1/h^2$

Let $p>0$ be a Gaussian exponent, with the dimension of an inverse length squared, and let $h>0$ be a grid spacing. The grid consists of the points $nh$ for all integers $n$, so it is infinite and has a point at the centre of the Gaussian. The trapezoidal sum, the exact integral and the relative error are

$$T(p,h)=h\sum_{n\in\mathbb Z}e^{-p(nh)^2},\qquad I(p)=\int_{-\infty}^{\infty}e^{-px^2}\,dx=\sqrt{\pi/p},\qquad E(p,h)=\frac{T(p,h)}{I(p)}-1 .$$

The error is measured by the aliasing factor

$$q=e^{-\pi^2/(ph^2)},\qquad 0<q<1 .$$

The claim is that

$$2q\;\le\;E(p,h)\;\le\;\frac{2q}{1-q},$$

and that at fixed $h$ the error increases strictly with $p$, so that tight Gaussians are integrated worst.

Semilocal effective-core-potential integrals lead to radial integrals with Gaussian factors. For the plain Gaussian integrand treated here, the claim shows how fine a uniform radial grid must be for a given exponent.

## The error as a sum over the reciprocal lattice

Poisson summation states that $\sum_n f(n)=\sum_n\hat f(n)$, with $\hat f(k)=\int f(x)e^{-2\pi ikx}dx$. For $f(x)=e^{-ph^2x^2}$, completing the square gives

$$\hat f(k)=\sqrt{\frac{\pi}{ph^2}}\;e^{-\pi^2k^2/(ph^2)}=\frac1h\sqrt{\frac{\pi}{p}}\;q^{k^2}.$$

Multiplying the sum by $h$ and dividing by $I(p)$ leaves $T/I=\sum_{n\in\mathbb Z}q^{n^2}$. The term $n=0$ equals 1, and the terms $n$ and $-n$ are equal, so

$$E(p,h)=2\sum_{n=0}^{\infty}q^{(n+1)^2}.$$

Every term is positive, and the first is $q$. This gives $E\ge 2q$. Since $(n+1)^2\ge n+1$ and $q<1$, each term is at most $q\cdot q^n$, and the geometric series gives $E\le 2q/(1-q)$.

If $p$ grows at fixed $h$, then $\pi^2/(ph^2)$ falls and $q$ rises. Every term of the series rises with it, and so does $E$.

## Radial grids and the choice of spacing

On the half-line, take the points $0,h,2h,\dots$ and give the origin half weight. The Gaussian is even, so this sum is $T/2$, while the integral over $r>0$ is $I/2$. The relative error is again $E$.

Now let $0<\varepsilon\le1$ be a tolerance and suppose that $ph^2\log(3/\varepsilon)\le\pi^2$. Then $\pi^2/(ph^2)\ge\log(3/\varepsilon)$, hence $q\le\varepsilon/3$. It follows that $q(2+\varepsilon)\le3q\le\varepsilon$, which rearranges to $2q\le\varepsilon(1-q)$. The upper bound then gives $E\le\varepsilon$. At fixed tolerance the permitted spacing scales as $1/\sqrt p$.

## The fine-grid limit

Dividing the two bounds by $2q$ gives $1\le E/(2q)\le1/(1-q)$. As $h\to0$ at fixed $p$, $q\to0$ and the ratio tends to 1, so both bounds become sharp. For $ph^2=1$, $q\approx5.2\times10^{-5}$ and the relative error is about $1.0\times10^{-4}$. Halving the spacing replaces $q$ by $q^4$, and the error falls to about $1.4\times10^{-17}$.

## Sums, integral and error in Lean

The development works over the real numbers, with Mathlib's `π`, exponential and integral.

```lean
import Mathlib

open Real

namespace UniformGridGaussian

noncomputable section
```

The full-line sum is $T(p,h)$. The symbol `∑'` denotes an infinite sum, and `n : ℤ` makes it run over the whole lattice.

```lean
/-- The trapezoidal sum of the Gaussian `exp (-p x²)` on the infinite uniform grid of
spacing `h`. -/
def trapezoid (p h : ℝ) : ℝ := h * ∑' n : ℤ, Real.exp (-p * ((n : ℝ) * h) ^ 2)
```

In the radial sum, `n` is a natural number starting at 0, so the positive grid points appear as $(n+1)h$. The origin contributes `1 / 2`, since the Gaussian equals 1 there.

```lean
/-- The trapezoidal sum of the same Gaussian on the radial grid `0, h, 2h, …`, where the
origin carries half weight. -/
def radialTrapezoid (p h : ℝ) : ℝ :=
  h * (1 / 2 + ∑' n : ℕ, Real.exp (-p * (((n : ℝ) + 1) * h) ^ 2))
```

The relative error divides by the Lebesgue integral itself, not by a formula for it. The value $\sqrt{\pi/p}$ enters later, as a theorem.

```lean
/-- The relative error of the trapezoidal sum against the exact Gaussian integral,
for `p > 0`. -/
def relError (p h : ℝ) : ℝ := trapezoid p h / (∫ x : ℝ, Real.exp (-p * x ^ 2)) - 1
```

In the aliasing factor, `-π ^ 2` means $-(\pi^2)$, as in the formula for $q$.

```lean
/-- The aliasing factor `q = exp (-π² / (p h²))`, for nonzero `p` and `h`. -/
def aliasFactor (p h : ℝ) : ℝ := Real.exp (-π ^ 2 / (p * h ^ 2))
```

These definitions accept any real `p` and `h`; the theorems about the error assume that both are positive. They describe an infinite grid and real-number arithmetic, without truncation or rounding. The integrand is a single Gaussian centred on a grid point. Powers of $r$ and the Bessel functions that occur in semilocal integrals are absent, and with such factors the error can differ even in sign.

## Convergence and folding of the lattice sum

The exponent $-\pi^2/(ph^2)$ is negative, which places $q$ strictly between 0 and 1.

```lean
/-- For positive exponent and spacing the aliasing factor lies strictly between 0 and 1. -/
theorem aliasFactor_mem {p h : ℝ} (hp : 0 < p) (hh : 0 < h) :
    0 < aliasFactor p h ∧ aliasFactor p h < 1 := by
  refine ⟨Real.exp_pos _, Real.exp_lt_one_iff.mpr ?_⟩
  rw [neg_div]
  exact neg_lt_zero.mpr (by positivity)
```

The series for the error converges by comparison with $q\cdot q^n$. In the last line, `nlinarith` supplies the inequality $n+1\le(n+1)^2$, and `pow_le_pow_of_le_one` turns it into an inequality between powers.

```lean
/-- The series of `q^((n+1)²)` converges for `0 ≤ q < 1`. -/
theorem summable_pow_sq {q : ℝ} (h0 : 0 ≤ q) (h1 : q < 1) :
    Summable fun n : ℕ => q ^ ((n + 1) ^ 2) := by
  refine Summable.of_nonneg_of_le (fun n => pow_nonneg h0 _) (fun n => ?_)
    ((summable_geometric_of_lt_one h0 h1).mul_left q)
  rw [← pow_succ']
  exact pow_le_pow_of_le_one h0 h1.le (by nlinarith)
```

The next theorem folds the sum over all integers into the central term plus twice the positive half. The exponent is written `n.natAbs ^ 2`, the square of $|n|$ as a natural number, so that an ordinary power of $q$ can be used. `HasSum` states that the series converges and has the given sum.

The auxiliary statement `fold` does this for any function on the integers whose positive and negative halves both sum to $T$ (here just a number, not the trapezoidal sum). It first adds the term at zero to the positive half, then joins the negative half with `HasSum.of_nat_of_neg_add_one`. The facts `e1` and `e2` say that $n+1$ and $-(n+1)$ have the same absolute value.

```lean
/-- For `0 ≤ q < 1`, the sum of `q^(n²)` over all integers is one plus twice the sum over the
positive integers. -/
theorem hasSum_int_pow_sq {q : ℝ} (h0 : 0 ≤ q) (h1 : q < 1) :
    HasSum (fun n : ℤ => q ^ (n.natAbs ^ 2)) (1 + 2 * ∑' n : ℕ, q ^ ((n + 1) ^ 2)) := by
  have hs := (summable_pow_sq h0 h1).hasSum
  -- if both half-lattices sum to T, the lattice sums to the central term plus 2T
  have fold : ∀ (F : ℤ → ℝ) (T : ℝ), HasSum (fun n : ℕ => F ((n : ℤ) + 1)) T →
      HasSum (fun n : ℕ => F (-((n : ℤ) + 1))) T → HasSum F (F 0 + 2 * T) := by
    intro F T hpos hneg
    have hpos' : HasSum (fun n : ℕ => F ((n + 1 : ℕ) : ℤ)) T := by
      simpa only [Nat.cast_add, Nat.cast_one] using hpos
    have hnat := (hasSum_nat_add_iff (f := fun n : ℕ => F (n : ℤ)) 1).mp hpos'
    simp only [Finset.sum_range_one, Nat.cast_zero] at hnat
    rw [show F 0 + 2 * T = T + F 0 + T by ring]
    exact HasSum.of_nat_of_neg_add_one (f := F) hnat hneg
  have e1 : ∀ n : ℕ, ((n : ℤ) + 1).natAbs = n + 1 := fun n => by omega
  have e2 : ∀ n : ℕ, (-((n : ℤ) + 1)).natAbs = n + 1 := fun n => by omega
  have hz : q ^ ((0 : ℤ).natAbs ^ 2) = 1 := by simp
  have h : HasSum (fun n : ℤ => q ^ (n.natAbs ^ 2))
      (q ^ ((0 : ℤ).natAbs ^ 2) + 2 * ∑' n : ℕ, q ^ ((n + 1) ^ 2)) :=
    fold (fun n : ℤ => q ^ (n.natAbs ^ 2)) (∑' n : ℕ, q ^ ((n + 1) ^ 2))
      (by simp only [e1]; exact hs) (by simp only [e2]; exact hs)
  rwa [hz] at h
```

A short lemma rewrites $e^{cn^2}$ as the power $(e^c)^{|n|^2}$, which is the form needed for folding.

```lean
private theorem exp_mul_int_sq (c : ℝ) (n : ℤ) :
    Real.exp (c * (n : ℝ) ^ 2) = Real.exp c ^ (n.natAbs ^ 2) := by
  rw [← Real.exp_nat_mul, Nat.cast_pow, Nat.cast_natAbs, Int.cast_abs, sq_abs, mul_comm]
```

## The exact formula and the two bounds

The theorem `relError_eq` is the identity $E=2\sum_{n\ge0}q^{(n+1)^2}$. Mathlib's Poisson formula for Gaussians, `Real.tsum_exp_neg_mul_int_sq`, is stated for $\sum_n e^{-\pi an^2}$ with $a>0$, and equates it to $a^{-1/2}\sum_n e^{-\pi n^2/a}$. The proof therefore sets $a=ph^2/\pi$.

Here `e1` puts the grid sum into Mathlib's form, and `e2` recognises the terms of the transformed sum as powers of $q$. The prefactor is handled by `hq`, which says that $h/\sqrt a=\sqrt{\pi/p}$. The step `hr` combines these with the folding theorem to obtain $T/\sqrt{\pi/p}$. Finally, `integral_gaussian` evaluates the integral in the definition of the error, and subtracting 1 removes the central term.

```lean
/-- Exact error formula: for positive `p` and `h` the relative error is twice the sum of
`q^(n²)` over the positive integers, with `q` the aliasing factor. -/
theorem relError_eq {p h : ℝ} (hp : 0 < p) (hh : 0 < h) :
    relError p h = 2 * ∑' n : ℕ, aliasFactor p h ^ ((n + 1) ^ 2) := by
  obtain ⟨q0, q1⟩ := aliasFactor_mem hp hh
  have ha : 0 < p * h ^ 2 / π := by positivity
  have hπ : π * (p * h ^ 2 / π) = p * h ^ 2 := by field_simp
  have e1 : ∀ n : ℤ, Real.exp (-p * ((n : ℝ) * h) ^ 2)
      = Real.exp (-π * (p * h ^ 2 / π) * (n : ℝ) ^ 2) := by
    intro n
    congr 1
    linear_combination (n : ℝ) ^ 2 * hπ
  have hc : -π / (p * h ^ 2 / π) = -π ^ 2 / (p * h ^ 2) := by
    rw [div_div_eq_mul_div]
    ring
  have e2 : ∀ n : ℤ, Real.exp (-π / (p * h ^ 2 / π) * (n : ℝ) ^ 2)
      = aliasFactor p h ^ (n.natAbs ^ 2) := by
    intro n
    rw [exp_mul_int_sq, hc, aliasFactor]
  have hs : h = √(p * h ^ 2 / π) * √(π / p) := by
    rw [← Real.sqrt_mul ha.le, show p * h ^ 2 / π * (π / p) = h ^ 2 by field_simp,
      Real.sqrt_sq hh.le]
  have hq : h * (1 / √(p * h ^ 2 / π)) = √(π / p) := by
    rw [mul_one_div, div_eq_iff (Real.sqrt_pos.mpr ha).ne']
    exact hs.trans (mul_comm _ _)
  have hne : √(π / p) ≠ 0 := (Real.sqrt_pos.mpr (by positivity)).ne'
  -- Poisson summation moves the sum to the reciprocal lattice
  have hr : trapezoid p h / √(π / p)
      = 1 + 2 * ∑' n : ℕ, aliasFactor p h ^ ((n + 1) ^ 2) := by
    rw [div_eq_iff hne, trapezoid, tsum_congr e1, Real.tsum_exp_neg_mul_int_sq ha,
      ← Real.sqrt_eq_rpow, tsum_congr e2, (hasSum_int_pow_sq q0.le q1).tsum_eq,
      ← mul_assoc, hq, mul_comm]
  rw [relError, integral_gaussian, hr]
  ring
```

The main estimate reads: for all positive `p` and `h`, the relative error is at least $2q$ and at most $2q/(1-q)$. After the exact formula has been inserted, only $0<q<1$ matters, and `generalize` replaces the aliasing factor by a plain variable. For the lower bound, `hs.le_tsum 0` keeps the term with index 0. For the upper bound, `tsum_le_tsum` compares the series term by term with the geometric one, whose sum is then evaluated.

```lean
/-- For positive `p` and `h`, the relative error of the uniform grid is at least `2q` and at
most `2q / (1 - q)`, where `q = exp (-π² / (p h²))`. -/
theorem relError_bounds {p h : ℝ} (hp : 0 < p) (hh : 0 < h) :
    2 * aliasFactor p h ≤ relError p h ∧
      relError p h ≤ 2 * aliasFactor p h / (1 - aliasFactor p h) := by
  obtain ⟨q0, q1⟩ := aliasFactor_mem hp hh
  rw [relError_eq hp hh]
  generalize aliasFactor p h = q at q0 q1 ⊢
  have hs := summable_pow_sq q0.le q1
  constructor
  · -- keep only the first term
    have h1 := hs.le_tsum 0 (fun n _ => pow_nonneg q0.le _)
    norm_num at h1
    linarith
  · -- compare with the geometric series
    have h2 : ∑' n : ℕ, q ^ ((n + 1) ^ 2) ≤ ∑' n : ℕ, q * q ^ n := by
      refine hs.tsum_le_tsum (fun n => ?_) ((summable_geometric_of_lt_one q0.le q1).mul_left q)
      rw [← pow_succ']
      exact pow_le_pow_of_le_one q0.le q1.le (by nlinarith)
    rw [tsum_mul_left, tsum_geometric_of_lt_one q0.le q1, ← div_eq_mul_inv] at h2
    rw [mul_div_assoc]
    linarith
```

## Monotonicity, the half-line and the tolerance

`StrictMonoOn` on `Set.Ioi 0` says that, for $0<a<b$, the error at exponent $a$ is strictly smaller than at exponent $b$, with the same spacing. The proof first shows that the aliasing factors are ordered in this way (`hq`), then that all terms of the series are (`hlt`). To conclude that the sums are strictly ordered, `Summable.tsum_lt_tsum` needs convergence of both series, the weak inequality for every term and a strict one for at least one term; index 0 is used for the latter.

```lean
/-- At fixed positive spacing the relative error grows strictly with the Gaussian exponent
`p > 0`. -/
theorem relError_strictMonoOn {h : ℝ} (hh : 0 < h) :
    StrictMonoOn (fun p => relError p h) (Set.Ioi 0) := by
  intro a ha b hb hab
  have ha' : 0 < a := ha
  have hb' : 0 < b := hb
  obtain ⟨a0, a1⟩ := aliasFactor_mem ha' hh
  obtain ⟨b0, b1⟩ := aliasFactor_mem hb' hh
  have hq : aliasFactor a h < aliasFactor b h := by
    refine Real.exp_lt_exp.mpr ?_
    rw [neg_div, neg_div]
    exact neg_lt_neg (div_lt_div_of_pos_left (by positivity) (by positivity)
      (mul_lt_mul_of_pos_right hab (by positivity)))
  have hlt : ∀ n : ℕ, aliasFactor a h ^ ((n + 1) ^ 2) < aliasFactor b h ^ ((n + 1) ^ 2) :=
    fun n => pow_lt_pow_left₀ hq a0.le (by positivity)
  have ht := Summable.tsum_lt_tsum (fun n => (hlt n).le) (hlt 0)
    (summable_pow_sq a0.le a1) (summable_pow_sq b0.le b1)
  change relError a h < relError b h
  rw [relError_eq ha' hh, relError_eq hb' hh]
  linarith
```

The radial theorem equates the relative error on the half-line with `relError p h`, so the bounds, the monotonicity and the spacing rule carry over to the radial grid. Its proof does not use Poisson summation. It applies the folding theorem to the grid sum itself, with $e^{-ph^2}$ in the place of $q$, and this shows that the full sum is twice the radial one. The two Gaussian integrals are then evaluated, and `ring` compares the ratios.

```lean
/-- For positive `p` and `h`, the radial grid with half weight at the origin has the same
relative error for the integral over `r > 0` as the full grid has for the whole line. -/
theorem radial_relError {p h : ℝ} (hp : 0 < p) (hh : 0 < h) :
    radialTrapezoid p h / (∫ r in Set.Ioi (0 : ℝ), Real.exp (-p * r ^ 2)) - 1
      = relError p h := by
  have r1 : Real.exp (-p * h ^ 2) < 1 :=
    Real.exp_lt_one_iff.mpr (by rw [neg_mul]; exact neg_lt_zero.mpr (by positivity))
  have e1 : ∀ n : ℤ, Real.exp (-p * ((n : ℝ) * h) ^ 2)
      = Real.exp (-p * h ^ 2) ^ (n.natAbs ^ 2) := by
    intro n
    rw [← exp_mul_int_sq]
    congr 1
    ring
  have e2 : ∀ n : ℕ, Real.exp (-p * (((n : ℝ) + 1) * h) ^ 2)
      = Real.exp (-p * h ^ 2) ^ ((n + 1) ^ 2) := by
    intro n
    rw [← Real.exp_nat_mul]
    congr 1
    push_cast
    ring
  rw [relError, integral_gaussian_Ioi, integral_gaussian, radialTrapezoid, trapezoid,
    tsum_congr e1, tsum_congr e2, (hasSum_int_pow_sq (Real.exp_pos _).le r1).tsum_eq,
    div_div_eq_mul_div]
  ring
```

The last theorem is the spacing rule. The hypothesis `hgrid` is the condition $ph^2\log(3/\varepsilon)\le\pi^2$, with the natural logarithm. The step `hl` divides it by $ph^2$, and `hq` exponentiates to get $q\le\varepsilon/3$. The upper bound from `relError_bounds` reduces the goal to $2q\le\varepsilon(1-q)$, which `nlinarith` closes using $q\varepsilon\le q$, the point at which $\varepsilon\le1$ enters. The condition is sufficient for the tolerance; the theorem does not say that it is necessary.

```lean
/-- Spacing rule: for positive `p` and `h` and a tolerance `0 < ε ≤ 1`, the relative error is
at most `ε` whenever `p h² log (3/ε) ≤ π²`. -/
theorem relError_le_of_spacing {p h ε : ℝ} (hp : 0 < p) (hh : 0 < h) (hε : 0 < ε)
    (hε1 : ε ≤ 1) (hgrid : p * h ^ 2 * Real.log (3 / ε) ≤ π ^ 2) :
    relError p h ≤ ε := by
  obtain ⟨q0, q1⟩ := aliasFactor_mem hp hh
  have hl : Real.log (3 / ε) ≤ π ^ 2 / (p * h ^ 2) := by
    rw [le_div_iff₀ (by positivity)]
    linarith
  -- the spacing condition makes the aliasing factor at most ε/3
  have hq : aliasFactor p h ≤ ε / 3 := by
    calc aliasFactor p h ≤ Real.exp (-Real.log (3 / ε)) := by
          refine Real.exp_le_exp.mpr ?_
          rw [neg_div]
          exact neg_le_neg hl
      _ = ε / 3 := by
          rw [Real.exp_neg, Real.exp_log (by positivity), inv_div]
  refine (relError_bounds hp hh).2.trans ?_
  rw [div_le_iff₀ (by linarith)]
  nlinarith [mul_le_mul_of_nonneg_left hε1 q0.le]

end

end UniformGridGaussian
```

```lean
#print axioms UniformGridGaussian.relError_strictMonoOn
#print axioms UniformGridGaussian.radial_relError
#print axioms UniformGridGaussian.relError_le_of_spacing
```

```
'UniformGridGaussian.relError_strictMonoOn' depends on axioms: [propext, Classical.choice, Quot.sound]
'UniformGridGaussian.radial_relError' depends on axioms: [propext, Classical.choice, Quot.sound]
'UniformGridGaussian.relError_le_of_spacing' depends on axioms: [propext, Classical.choice, Quot.sound]
```
